# On a nonempty finite z-regular bipartite lattice with V ≥ 0, the extended Hubbard interaction is LLᵀ with L real and square exactly when U ≥ zV

Whether an interaction can be decoupled depends on which auxiliary fields are allowed. Here a decoupling is a factorisation $M = LL^{T}$ of the interaction matrix with a real matrix $L$. Each column of $L$ defines one collective charge, and each collective charge contributes a nonnegative energy. Each column also supplies one real Gaussian field, which enters the Boltzmann weight only through a phase.

In auxiliary-field Monte Carlo, the result gives the range of nearest-neighbour repulsion that such fields can represent on a finite regular bipartite lattice when they couple only to the site charges. It concerns the interaction factor alone and says nothing about hopping, time-step error or the sign of a fermion determinant.

In the code, the type `n` labels the sites and the type `m` labels the fields. Both are finite, and they may differ in size.

```lean
import Mathlib

open Matrix ProbabilityTheory MeasureTheory

namespace ExtendedHubbardDecoupling

noncomputable section

variable {n m : Type*} [Fintype n] [DecidableEq n] [Fintype m]
```

## Couplings, charges and the staggered pattern

Let $A$ be the adjacency matrix of the lattice, with $A_{ij}=1$ for neighbours and $0$ otherwise. The interaction matrix is

$$M = U\,\mathbf 1 + V A .$$

The lattice is a `SimpleGraph`, so two sites share at most one bond and no site is its own neighbour. `U` and `V` are real.

```lean
/-- The extended Hubbard interaction matrix: on-site coupling `U` and coupling `V` between
neighbouring sites of the lattice `G`. -/
def interaction (G : SimpleGraph n) [DecidableRel G.Adj] (U V : ℝ) : Matrix n n ℝ :=
  U • (1 : Matrix n n ℝ) + V • G.adjMatrix ℝ
```

A charge configuration $q$ assigns a real number $q_i$ to each site. Its energy is

$$\mathcal E_M(q) = \tfrac12\, q\cdot Mq .$$

For $M = U\mathbf 1 + VA$ this equals $\frac U2\sum_i q_i^2$ plus $V q_iq_j$ for each bond, counted once. For electrons, $q_i = n_i-1$ is the occupation measured from half filling. These operators commute, so the formulas apply to each occupation configuration separately. The Lean statements are about the numbers $q_i$, not the operators.

```lean
omit [DecidableEq n] in
/-- The interaction energy `q · M q / 2` of a charge configuration `q`. -/
def energy (M : Matrix n n ℝ) (q : n → ℝ) : ℝ := (q ⬝ᵥ M *ᵥ q) / 2
```

A bipartite lattice has a two-colouring in which neighbours always differ. This is the object `c : G.Coloring Bool`. It defines the staggered pattern $s_i=\pm1$, which for electrons means doubly occupied sites on one sublattice and empty sites on the other.

```lean
omit [Fintype n] [DecidableEq n] in
/-- The staggered charge pattern: charge `+1` on one sublattice and `-1` on the other. -/
def staggered {G : SimpleGraph n} (c : G.Coloring Bool) : n → ℝ :=
  fun i => if c i then 1 else -1
```

## The staggered pattern has eigenvalue U − zV

Suppose every site has $z$ neighbours, which is the hypothesis `G.IsRegularOfDegree z`. Periodic hypercubic lattices in $d$ dimensions with even side lengths of at least 4 are examples, with $z=2d$. Open boundaries generally violate the condition. Each neighbour of $i$ carries charge $-s_i$, so

$$(As)_i=\sum_{j\sim i}s_j=-z s_i,\qquad Ms=(U-zV)s .$$

In the proof, `hs` is the sign reversal on neighbours and `h` is the sum over them.

```lean
/-- On a `z`-regular bipartite lattice the interaction matrix multiplies the staggered pattern by
`U - z V`. -/
theorem interaction_mulVec_staggered (G : SimpleGraph n) [DecidableRel G.Adj] {z : ℕ}
    (hG : G.IsRegularOfDegree z) (c : G.Coloring Bool) (U V : ℝ) :
    interaction G U V *ᵥ staggered c = (U - z * V) • staggered c := by
  ext i
  -- every neighbour carries the opposite charge
  have hs : ∀ j ∈ G.neighborFinset i, staggered c j = -staggered c i := by
    intro j hj
    have hc := c.valid ((G.mem_neighborFinset i j).mp hj)
    unfold staggered
    cases hi : c i <;> cases hj' : c j <;> simp_all
  have h : (G.adjMatrix ℝ *ᵥ staggered c) i = -(z * staggered c i) := by
    rw [SimpleGraph.adjMatrix_mulVec_apply, Finset.sum_congr rfl hs, Finset.sum_const,
      SimpleGraph.card_neighborFinset_eq_degree, hG.degree_eq, nsmul_eq_mul]
    ring
  rw [interaction, Matrix.add_mulVec, Matrix.smul_mulVec, Matrix.smul_mulVec,
    Matrix.one_mulVec]
  simp only [Pi.add_apply, Pi.smul_apply, smul_eq_mul, h]
  ring
```

Let $N$ be the number of sites. Since $s_i^2=1$, we have $s\cdot s=N$, and therefore

$$\mathcal E_M(s)=\tfrac12(U-zV)\,s\cdot s=\tfrac{U-zV}{2}\,N .$$

For $N\ge1$, the normalised vector $s/\sqrt N$ has energy $(U-zV)/2$.

```lean
/-- On a `z`-regular bipartite lattice the staggered pattern has energy `(U - z V) / 2`
per site. -/
theorem energy_staggered (G : SimpleGraph n) [DecidableRel G.Adj] {z : ℕ}
    (hG : G.IsRegularOfDegree z) (c : G.Coloring Bool) (U V : ℝ) :
    energy (interaction G U V) (staggered c) = (U - z * V) / 2 * Fintype.card n := by
  have h1 : ∀ i, staggered c i * staggered c i = 1 := by
    intro i
    unfold staggered
    split_ifs <;> norm_num
  have h2 : staggered c ⬝ᵥ staggered c = Fintype.card n := by
    simp [dotProduct, h1]
  rw [energy, interaction_mulVec_staggered G hG, dotProduct_smul, h2, smul_eq_mul]
  ring
```

## The energy as a sum over sites and bonds

To show that no pattern has negative energy when $V\ge0$ and $zV\le U$, expand the square on each bond. Every site occurs $z$ times in each of the two diagonal sums, so

$$\sum_{i,j}A_{ij}(q_i+q_j)^2
=2z\sum_i q_i^2+2\,q\cdot Aq .$$

Solving for $q\cdot Aq$ and inserting it into the energy gives

$$\mathcal E_M(q)=\frac{U-zV}{2}\sum_i q_i^2+\frac V4\sum_{i,j}A_{ij}(q_i+q_j)^2 .$$

The double sum visits each bond twice. This identity needs regularity but not bipartiteness, and it holds for either sign of $V$. In the proof, `row` says that each row of $A$ sums to $z$, `h3` and `h4` evaluate the diagonal sums, and `h5` expands the square.

```lean
/-- On a `z`-regular lattice the energy is an on-site part with coupling `U - z V` plus `V / 4`
times the sum of `(q i + q j) ^ 2` over ordered pairs of neighbours, which counts each bond twice.
-/
theorem energy_eq_bond_squares (G : SimpleGraph n) [DecidableRel G.Adj] {z : ℕ}
    (hG : G.IsRegularOfDegree z) (U V : ℝ) (q : n → ℝ) :
    energy (interaction G U V) q = (U - z * V) / 2 * ∑ i, q i ^ 2
      + V / 4 * ∑ i, ∑ j, G.adjMatrix ℝ i j * (q i + q j) ^ 2 := by
  have row : ∀ i, ∑ j, G.adjMatrix ℝ i j = z := by
    intro i
    have h : ∑ j, G.adjMatrix ℝ i j = (G.adjMatrix ℝ *ᵥ fun _ => 1) i := by
      simp only [Matrix.mulVec, dotProduct, mul_one]
    rw [h]
    simp [SimpleGraph.adjMatrix_mulVec_apply, hG.degree_eq]
  have symm : ∀ i j, G.adjMatrix ℝ i j = G.adjMatrix ℝ j i := by
    intro i j
    simp only [SimpleGraph.adjMatrix_apply, G.adj_comm i j]
  have h1 : q ⬝ᵥ G.adjMatrix ℝ *ᵥ q = ∑ i, ∑ j, G.adjMatrix ℝ i j * (q i * q j) := by
    simp only [dotProduct, Matrix.mulVec, Finset.mul_sum]
    exact Finset.sum_congr rfl fun i _ => Finset.sum_congr rfl fun j _ => by ring
  have h2 : q ⬝ᵥ q = ∑ i, q i ^ 2 := by simp only [dotProduct, sq]
  -- regularity: each site enters the bond sum z times
  have h3 : ∑ i, ∑ j, G.adjMatrix ℝ i j * q i ^ 2 = z * ∑ i, q i ^ 2 := by
    rw [Finset.mul_sum]
    exact Finset.sum_congr rfl fun i _ => by rw [← Finset.sum_mul, row]
  have h4 : ∑ i, ∑ j, G.adjMatrix ℝ i j * q j ^ 2 = z * ∑ i, q i ^ 2 := by
    rw [Finset.sum_comm, ← h3]
    exact Finset.sum_congr rfl fun i _ => Finset.sum_congr rfl fun j _ => by rw [symm j i]
  have h5 : ∑ i, ∑ j, G.adjMatrix ℝ i j * (q i + q j) ^ 2
      = ∑ i, ∑ j, G.adjMatrix ℝ i j * q i ^ 2 + ∑ i, ∑ j, G.adjMatrix ℝ i j * q j ^ 2
        + 2 * ∑ i, ∑ j, G.adjMatrix ℝ i j * (q i * q j) := by
    simp only [Finset.mul_sum, ← Finset.sum_add_distrib]
    exact Finset.sum_congr rfl fun i _ => Finset.sum_congr rfl fun j _ => by ring
  rw [h5, h3, h4, energy, interaction, Matrix.add_mulVec, Matrix.smul_mulVec,
    Matrix.smul_mulVec, Matrix.one_mulVec, dotProduct_add, dotProduct_smul,
    dotProduct_smul, h1, h2, smul_eq_mul, smul_eq_mul]
  ring
```

## A factored interaction gives Gaussian phase averages

If $M=LL^T$, one factor can be moved to the left of the scalar product:

$$\mathcal E_{LL^T}(q)=\tfrac12\,q\cdot LL^Tq
=\tfrac12\,(L^Tq)\cdot(L^Tq)=\tfrac12\sum_k (L^Tq)_k^2\ge0 .$$

The equalities are the next theorem, and the sign follows because the terms are squares. $L$ may be rectangular, with $k$ running over the fields.

```lean
omit [DecidableEq n] in
/-- For an interaction matrix `L Lᵀ` the energy is half the sum of the squares of the
collective charges `Lᵀ q`. -/
theorem energy_mul_transpose (L : Matrix n m ℝ) (q : n → ℝ) :
    energy (L * Lᵀ) q = (∑ k, (Lᵀ *ᵥ q) k ^ 2) / 2 := by
  rw [energy, ← Matrix.mulVec_mulVec, Matrix.dotProduct_mulVec, ← Matrix.mulVec_transpose]
  simp only [dotProduct, sq]
```

For a standard Gaussian variable $x$, with mean 0 and variance 1, the characteristic function is

$$\langle e^{itx}\rangle=e^{-t^2/2}.$$

Let $\tau\ge0$ be the imaginary-time step and set $t_k=\sqrt\tau\,(L^Tq)_k$. Multiplying the averages over independent fields gives

$$\prod_k\left\langle e^{i\sqrt\tau (L^Tq)_k x}\right\rangle
=\exp\left[-\frac\tau2\sum_k(L^Tq)_k^2\right]
=e^{-\tau\mathcal E_{LL^T}(q)} .$$

This is the Hubbard–Stratonovich identity for the chosen kind of decoupling. In Lean, `gaussianReal 0 1` is the Gaussian measure, and the real weight on the right is regarded as a complex number. The local result `h` treats one field. The remaining steps turn the product of exponentials into the exponential of a sum and use $(\sqrt\tau)^2=\tau$.

```lean
omit [DecidableEq n] in
/-- Hubbard–Stratonovich decoupling: for `τ ≥ 0` and interaction matrix `L Lᵀ`, the Boltzmann
weight of a charge configuration is a product of averages of pure phases over independent
standard Gaussian fields, each coupled linearly to the charges. -/
theorem hubbard_stratonovich (L : Matrix n m ℝ) {τ : ℝ} (hτ : 0 ≤ τ) (q : n → ℝ) :
    ∏ k, ∫ x : ℝ, Complex.exp (((√τ * (Lᵀ *ᵥ q) k * x : ℝ) : ℂ) * Complex.I)
        ∂(gaussianReal 0 1)
      = ((Real.exp (-(τ * energy (L * Lᵀ) q)) : ℝ) : ℂ) := by
  -- one field: the characteristic function of the standard Gaussian
  have h : ∀ t : ℝ, ∫ x : ℝ, Complex.exp (((t * x : ℝ) : ℂ) * Complex.I) ∂(gaussianReal 0 1)
      = Complex.exp ((-(t ^ 2 / 2) : ℝ) : ℂ) := by
    intro t
    have ht : charFun (gaussianReal 0 1) t = _ := charFun_gaussianReal t
    rw [charFun_apply_real] at ht
    simpa using ht
  rw [Finset.prod_congr rfl fun k _ => h (√τ * (Lᵀ *ᵥ q) k), ← Complex.exp_sum,
    ← Complex.ofReal_sum, Complex.ofReal_exp, energy_mul_transpose]
  congr 2
  rw [Finset.sum_div, Finset.mul_sum, ← Finset.sum_neg_distrib]
  refine Finset.sum_congr rfl fun k _ => ?_
  rw [mul_pow, Real.sq_sqrt hτ]
  ring
```

## Nonnegative energy is enough for a factorisation

Let $M$ now be any real symmetric matrix with $\mathcal E_M(q)\ge0$ for all $q$. Put orthonormal eigenvectors $e_k$ into the columns of a matrix $E$, and the eigenvalues $\lambda_k$ into a diagonal matrix $D$. Then $E^TE=\mathbf 1$ and $ME=ED$. Moreover,

$$\lambda_k=e_k\cdot Me_k=2\,\mathcal E_M(e_k)\ge0,$$

so $S=\sqrt D$ is real. With $L=ES$,

$$LL^T=ES^2E^T=EDE^T=MEE^T=M .$$

The local results `hE`, `hME`, `hpos` and `hS` establish orthonormality, the eigenvalue equation, the sign of the eigenvalues and $S^2=D$. The last `calc` block is the displayed chain read from right to left.

```lean
/-- A real symmetric interaction matrix whose energy is never negative has the form `L Lᵀ`
with `L` real and square. -/
theorem exists_factor_of_energy_nonneg (M : Matrix n n ℝ) (hM : M.IsSymm)
    (h : ∀ q, 0 ≤ energy M q) : ∃ L : Matrix n n ℝ, M = L * Lᵀ := by
  have hH : M.IsHermitian := by
    rw [Matrix.IsHermitian, Matrix.conjTranspose_eq_transpose_of_trivial]
    exact hM
  -- the columns of E are orthonormal eigenvectors
  let E : Matrix n n ℝ := Matrix.of fun i k => (hH.eigenvectorBasis k).ofLp i
  have hE : Eᵀ * E = 1 := by
    ext j k
    have ho := orthonormal_iff_ite.mp hH.eigenvectorBasis.orthonormal j k
    rw [PiLp.inner_apply] at ho
    rw [Matrix.mul_apply, Matrix.one_apply, ← ho]
    exact Finset.sum_congr rfl fun i _ => by simp [E, mul_comm]
  have hME : M * E = E * Matrix.diagonal hH.eigenvalues := by
    ext i k
    rw [Matrix.mul_diagonal]
    calc (M * E) i k = hH.eigenvalues k * E i k :=
          congrFun (hH.mulVec_eigenvectorBasis k) i
      _ = E i k * hH.eigenvalues k := mul_comm _ _
  have hD : Eᵀ * (M * E) = Matrix.diagonal hH.eigenvalues := by
    rw [hME, ← mul_assoc, hE, one_mul]
  -- each eigenvalue is twice the energy of its eigenvector
  have hpos : ∀ k, 0 ≤ hH.eigenvalues k := by
    intro k
    have hk := congrFun (congrFun hD k) k
    rw [Matrix.diagonal_apply_eq] at hk
    have hk' : (fun i => E i k) ⬝ᵥ M *ᵥ (fun i => E i k) = hH.eigenvalues k := hk
    have he := h fun i => E i k
    rw [energy, hk'] at he
    linarith
  let S : Matrix n n ℝ := Matrix.diagonal fun k => √(hH.eigenvalues k)
  have hS : S * S = Matrix.diagonal hH.eigenvalues := by
    simp only [S, Matrix.diagonal_mul_diagonal]
    congr 1
    funext k
    exact Real.mul_self_sqrt (hpos k)
  have hSt : Sᵀ = S := Matrix.diagonal_transpose _
  refine ⟨E * S, ?_⟩
  calc M = M * (E * Eᵀ) := by rw [mul_eq_one_comm.mp hE, mul_one]
    _ = E * (S * S) * Eᵀ := by rw [hS, ← mul_assoc, hME]
    _ = E * S * (E * S)ᵀ := by
      rw [Matrix.transpose_mul, hSt]
      simp only [mul_assoc]
```

## Below the threshold, no number of fields suffices

Let $U<zV$ on a nonempty lattice. Then $\mathcal E_M(s)=(U-zV)N/2<0$, whereas a factored matrix has no configuration of negative energy. Hence no real $L$ satisfies $M=LL^T$, however many columns it has, as long as the number is finite.

The Lean conclusion is a conjunction: the negative staggered energy, and the inequality `interaction G U V ≠ L * Lᵀ` for every `L : Matrix n m ℝ`. The proof obtains the first part from `energy_staggered`. It then substitutes a supposed factorisation and contradicts the first part with the sum of squares.

```lean
/-- On a nonempty `z`-regular bipartite lattice with `U < z V`, the staggered pattern has
negative energy, and the interaction matrix is not `L Lᵀ` for any real `L`, whatever the finite
number of auxiliary fields. -/
theorem decoupling_fails [Nonempty n] (G : SimpleGraph n) [DecidableRel G.Adj] {z : ℕ}
    (hG : G.IsRegularOfDegree z) (c : G.Coloring Bool) {U V : ℝ} (hUV : U < z * V) :
    energy (interaction G U V) (staggered c) < 0 ∧
      ∀ L : Matrix n m ℝ, interaction G U V ≠ L * Lᵀ := by
  have hneg : energy (interaction G U V) (staggered c) < 0 := by
    rw [energy_staggered G hG]
    have hN : (0 : ℝ) < Fintype.card n := by exact_mod_cast Fintype.card_pos
    exact mul_neg_of_neg_of_pos (by linarith) hN
  refine ⟨hneg, fun L hL => ?_⟩
  rw [hL, energy_mul_transpose] at hneg
  exact not_le_of_gt hneg (by positivity)
```

## The threshold U = zV

For $V\ge0$ the two directions combine. If a real square $L$ exists, then $U<zV$ is impossible by the previous result. If $zV\le U$, both terms in the site-and-bond formula are nonnegative, and the spectral construction supplies $L$. At equality the staggered pattern costs no energy, but the factorisation still exists.

The sign of $V$ matters only for the second direction. With $z\ge1$, $U=0$ and $V<0$, the inequality $zV\le U$ holds, yet a uniform charge $q_i=1$ has energy $zVN/2<0$.

The smallest cases fit the same rule. A single site has $z=0$ and requires $U\ge0$; two sites joined by one bond have $z=1$ and require $U\ge V$.

In the theorem, the existence of `L` stands on the left of the equivalence and `z * V ≤ U` on the right. The two bullets of the proof are the two directions, and `hsites` and `hbonds` are the signs of the two sums.

```lean
/-- On a nonempty finite `z`-regular bipartite lattice with `V ≥ 0`, the extended Hubbard
interaction matrix equals `L Lᵀ` for some real square `L` if and only if `U ≥ z V`. -/
theorem decoupling_iff [Nonempty n] (G : SimpleGraph n) [DecidableRel G.Adj] {z : ℕ}
    (hG : G.IsRegularOfDegree z) (c : G.Coloring Bool) {U V : ℝ} (hV : 0 ≤ V) :
    (∃ L : Matrix n n ℝ, interaction G U V = L * Lᵀ) ↔ z * V ≤ U := by
  constructor
  · rintro ⟨L, hL⟩
    by_contra hUV
    exact (decoupling_fails G hG c (not_le.mp hUV)).2 L hL
  · intro hUV
    apply exists_factor_of_energy_nonneg
    · simp [interaction, Matrix.IsSymm, Matrix.transpose_add, Matrix.transpose_smul]
    · intro q
      rw [energy_eq_bond_squares G hG]
      have hA : ∀ i j, 0 ≤ G.adjMatrix ℝ i j := by
        intro i j
        rw [SimpleGraph.adjMatrix_apply]
        split_ifs <;> norm_num
      have hbonds : 0 ≤ ∑ i, ∑ j, G.adjMatrix ℝ i j * (q i + q j) ^ 2 :=
        Finset.sum_nonneg fun i _ => Finset.sum_nonneg fun j _ =>
          mul_nonneg (hA i j) (sq_nonneg _)
      have hsites : 0 ≤ ∑ i, q i ^ 2 := Finset.sum_nonneg fun i _ => sq_nonneg _
      exact add_nonneg (mul_nonneg (by linarith) hsites) (mul_nonneg (by linarith) hbonds)

end

end ExtendedHubbardDecoupling
```

```lean
#print axioms ExtendedHubbardDecoupling.hubbard_stratonovich
-- 'ExtendedHubbardDecoupling.hubbard_stratonovich' depends on axioms: [propext, Classical.choice, Quot.sound]
#print axioms ExtendedHubbardDecoupling.decoupling_iff
-- 'ExtendedHubbardDecoupling.decoupling_iff' depends on axioms: [propext, Classical.choice, Quot.sound]
```

## Allowing complex couplings would remove the threshold

The statement could also have been modelled with a complex $L$, keeping the transpose in $M=LL^T$ without complex conjugation. The construction $L=E\sqrt D$ would then work for all real $U$ and $V$, because a negative eigenvalue simply has an imaginary square root. The corresponding column makes $(L^Tq)_k$ imaginary, so its field enters through a real exponential instead of a phase. The Gaussian average of that exponential is at least 1, as a negative contribution to the energy requires. This variant is argued here only informally. It shows that, for $V\ge0$, the condition $U\ge zV$ limits decoupling by real Gaussian fields coupled linearly to the site charges through phases, and does not limit Gaussian decoupling in general. For electrons, fields may also couple to the spin $\sigma_i=n_{i\uparrow}-n_{i\downarrow}$. Since $q_i^2+\sigma_i^2=1$, adding $\frac W2(q_i^2+\sigma_i^2)$ on every site only shifts the energy by a constant, but it raises the on-site charge coupling to $U+W$. With $W\ge0$ large enough, phases alone then suffice.
